# Smoluchowski's time-dependent rate from the diffusion profile around an absorbing sphere

**Q:** Define your terms first. What are the concentration, the rate and the units?

**A:** A fixed sphere of radius $R$ absorbs every point particle that touches it. For spherical particles of finite size, $R$ stands for the distance between centres at contact. The particles start with a uniform concentration, the bulk value, everywhere outside the sphere, and diffuse in an unbounded medium with a constant coefficient $D$. At distance $r$ from the centre and time $t$, the concentration divided by its bulk value is

$$c(r,t)=1-\frac{R}{r}\,\mathrm{erfc}\!\left(\frac{r-R}{\sqrt{4Dt}}\right),\qquad \mathrm{erfc}(x)=\frac{2}{\sqrt\pi}\int_x^\infty e^{-u^2}\,du .$$

```lean
import Mathlib

open Real Filter Topology MeasureTheory

namespace SmoluchowskiDiffusion

noncomputable section
```

The Gaussian integral is the definition of `erfc` in the file:

```lean
/-- The complementary error function, defined as a Gaussian tail integral. -/
def erfc (x : ℝ) : ℝ := 2 / √π * ∫ u in Set.Ioi x, Real.exp (-u ^ 2)
```

The profile is `conc D R r t`, with all arguments real numbers:

```lean
/-- The profile formula, for `D, R, r, t > 0`. When `r ≥ R` it is the concentration, relative to the
bulk, at distance `r` from the centre of an absorbing sphere of radius `R`, a time `t` after a
uniform start, for a diffusion coefficient `D`. -/
def conc (D R r t : ℝ) : ℝ := 1 - R / r * erfc ((r - R) / √(4 * D * t))
```

The particle current is $-D\,\partial c/\partial r$ in the outward direction, so the inward flux through the surface is $4\pi R^2D\,\partial c/\partial r$ at $r=R$. Since $c$ is relative to the bulk, this is a rate coefficient, a volume per time. Multiplying it by the bulk concentration gives particles absorbed per time.

```lean
/-- The rate at time `t > 0`: area of the sphere times `D` times the concentration gradient at
contact, for `D, R > 0`. -/
def rate (D R t : ℝ) : ℝ := 4 * π * R ^ 2 * D * deriv (fun r => conc D R r t) R
```

**Q:** So the answer isn't hidden in the definition of `rate`?

**A:** No. `deriv` is the derivative of the profile itself, and the closed formula has to be obtained from it. It is a two-sided derivative, so it uses the formula for $c$ slightly inside the sphere too. There $c$ is negative and has no physical meaning, but the formula is smooth across $r=R$, so the slope is the one seen from outside.

**Q:** Show me the calculation by hand.

**A:** Write $s=\sqrt{4Dt}$ and $z=(r-R)/s$. The full half-line integral $\int_0^\infty e^{-u^2}du$ is $\sqrt\pi/2$, so

$$\mathrm{erfc}(x)=1-\frac{2}{\sqrt\pi}\int_0^x e^{-u^2}du,\qquad \mathrm{erfc}'(x)=-\frac{2}{\sqrt\pi}e^{-x^2},$$

with $\mathrm{erfc}(0)=1$ and $\mathrm{erfc}(x)\to0$ as $x\to\infty$.

The product $rc=r-R\,\mathrm{erfc}(z)$ is simpler than $c$. Since $\partial z/\partial r=1/s$,

$$\frac{\partial(rc)}{\partial r}=1+\frac{2R}{\sqrt\pi\,s}e^{-z^2},\qquad
\frac{\partial^2(rc)}{\partial r^2}=-\frac{4R(r-R)}{\sqrt\pi\,s^3}e^{-z^2}=-\frac{R(r-R)}{\sqrt\pi\,Dt\,s}e^{-z^2},$$

where the last step uses $s^2=4Dt$. In time, $\partial z/\partial t=-z/(2t)$, hence

$$\frac{\partial c}{\partial t}=\frac{R}{r}\cdot\frac{2}{\sqrt\pi}e^{-z^2}\cdot\left(-\frac{z}{2t}\right)=-\frac{R(r-R)}{r\sqrt\pi\,t\,s}e^{-z^2}=\frac{D}{r}\frac{\partial^2(rc)}{\partial r^2}.$$

This is the diffusion equation for a spherically symmetric concentration.

At contact $z=0$, so $c(R,t)=1-1=0$. The quotient rule for $c=(rc)/r$ then leaves only the first term:

$$\frac{\partial c}{\partial r}\bigg|_{R}=\frac1R\left(1+\frac{2R}{\sqrt\pi\,s}\right)=\frac1R\left(1+\frac{R}{\sqrt{\pi Dt}}\right),$$

because $\sqrt\pi\,s=2\sqrt{\pi Dt}$. Multiplying by $4\pi R^2D$ gives

$$4\pi DR\left(1+\frac{R}{\sqrt{\pi Dt}}\right).$$

For fixed $r>R$, $z\to\infty$ as $t\to0^+$, so $c\to1$. For fixed $t$ and $r\to\infty$, both $R/r$ and $\mathrm{erfc}(z)$ vanish, so again $c\to1$.

**Q:** How does the file get the properties of erfc from the tail integral?

**A:** It splits the integral over the real line at $0$ and at $x$. The three resulting identities, together with the half-line value $\sqrt\pi/2$, give the first formula above:

```lean
/-- The complementary error function is one minus the normalised Gaussian integral from `0`
to `x`. -/
theorem erfc_eq (x : ℝ) : erfc x = 1 - 2 / √π * ∫ u in (0 : ℝ)..x, Real.exp (-u ^ 2) := by
  have gi : Integrable (fun u : ℝ => Real.exp (-u ^ 2)) := by
    simpa using integrable_exp_neg_mul_sq (b := 1) one_pos
  have h0 : ∫ u in Set.Ioi (0 : ℝ), Real.exp (-u ^ 2) = √π / 2 := by
    simpa using integral_gaussian_Ioi 1
  -- split the real line at `0` and at `x`
  have h1 := intervalIntegral.integral_Iic_sub_Iic (a := 0) (b := x)
    gi.integrableOn gi.integrableOn
  have h2 := intervalIntegral.integral_Iic_add_Ioi (b := x) gi.integrableOn gi.integrableOn
  have h3 := intervalIntegral.integral_Iic_add_Ioi (b := 0) gi.integrableOn gi.integrableOn
  have hI : ∫ u in Set.Ioi x, Real.exp (-u ^ 2)
      = √π / 2 - ∫ u in (0 : ℝ)..x, Real.exp (-u ^ 2) := by linarith
  have hp : √π ≠ 0 := (Real.sqrt_pos.mpr Real.pi_pos).ne'
  have h4 : 2 / √π * (√π / 2) = 1 := by field_simp
  rw [erfc, hI, mul_sub, h4]
```

The fundamental theorem of calculus then gives the slope. `HasDerivAt f a x` says that `f` is differentiable at `x` with derivative `a`.

```lean
/-- The slope of the complementary error function is minus a normalised Gaussian. -/
theorem hasDerivAt_erfc (x : ℝ) : HasDerivAt erfc (-(2 / √π * Real.exp (-x ^ 2))) x := by
  have hc : Continuous (fun u : ℝ => Real.exp (-u ^ 2)) := by fun_prop
  have h : HasDerivAt (fun y => ∫ u in (0 : ℝ)..y, Real.exp (-u ^ 2))
      (Real.exp (-x ^ 2)) x := (hc.integral_hasStrictDerivAt 0 x).hasDerivAt
  have hE : erfc = fun y => 1 - 2 / √π * ∫ u in (0 : ℝ)..y, Real.exp (-u ^ 2) :=
    funext erfc_eq
  rw [hE]
  exact (h.const_mul _).const_sub 1
```

The value at zero comes from an integral over an interval of zero length, and the limit from the convergence of $\int_0^x$ to the half-line integral:

```lean
/-- The complementary error function is one at the origin and tends to zero at infinity. -/
theorem erfc_limits : erfc 0 = 1 ∧ Tendsto erfc atTop (𝓝 0) := by
  have h0 : erfc 0 = 1 := by rw [erfc_eq]; simp
  refine ⟨h0, ?_⟩
  have gi : Integrable (fun u : ℝ => Real.exp (-u ^ 2)) := by
    simpa using integrable_exp_neg_mul_sq (b := 1) one_pos
  have h : Tendsto (fun x : ℝ => ∫ u in (0 : ℝ)..x, Real.exp (-u ^ 2)) atTop
      (𝓝 (∫ u in Set.Ioi (0 : ℝ), Real.exp (-u ^ 2))) :=
    intervalIntegral_tendsto_integral_Ioi 0 gi.integrableOn tendsto_id
  have h' := (h.const_mul (2 / √π)).const_sub 1
  have hv : 1 - 2 / √π * ∫ u in Set.Ioi (0 : ℝ), Real.exp (-u ^ 2) = 0 := by
    rw [erfc] at h0
    linarith
  rw [hv] at h'
  exact h'.congr fun x => (erfc_eq x).symm
```

**Q:** A second derivative written with `deriv` worries me. Doesn't Lean return zero when a derivative doesn't exist?

**A:** It does, and that is why the next theorem establishes differentiability along with the two formulas. For positive $y$ the proof replaces $y\,c(y,t)$ by $y-R\,\mathrm{erfc}((y-R)/s)$ and applies the chain rule. The first formula holds at every positive radius, hence in a neighbourhood of $r$, so it can be differentiated again. The identity `hinv` carries the substitution $s^2=4Dt$.

```lean
/-- For `D, t, r > 0`, the first and second radial derivatives of `r c(r,t)` exist and have the
stated closed forms: one plus a multiple of a Gaussian in `r - R`, and a multiple of `r - R` times
the same Gaussian. -/
theorem radial_derivatives {D R r t : ℝ} (hD : 0 < D) (ht : 0 < t) (hr : 0 < r) :
    (∀ x, 0 < x → HasDerivAt (fun y => y * conc D R y t)
      (1 + 2 * R / (√π * √(4 * D * t)) * Real.exp (-((x - R) / √(4 * D * t)) ^ 2)) x) ∧
    HasDerivAt (deriv fun y => y * conc D R y t)
      (-(R * (r - R) / (√π * D * t * √(4 * D * t)))
        * Real.exp (-((r - R) / √(4 * D * t)) ^ 2)) r := by
  have hs2 : √(4 * D * t) ^ 2 = 4 * D * t := Real.sq_sqrt (by positivity)
  have hz : ∀ x, HasDerivAt (fun y => (y - R) / √(4 * D * t)) (1 / √(4 * D * t)) x :=
    fun x => ((hasDerivAt_id' x).sub_const R).div_const _
  have h1 : ∀ x, 0 < x → HasDerivAt (fun y => y * conc D R y t)
      (1 + 2 * R / (√π * √(4 * D * t)) * Real.exp (-((x - R) / √(4 * D * t)) ^ 2)) x := by
    intro x hx
    have h := (hasDerivAt_id' x).fun_sub
      (((hasDerivAt_erfc ((x - R) / √(4 * D * t))).comp x (hz x)).const_mul R)
    refine (h.congr_of_eventuallyEq ?_).congr_deriv (by ring)
    filter_upwards [lt_mem_nhds hx] with y hy
    change y * (1 - R / y * erfc ((y - R) / √(4 * D * t)))
      = y - R * erfc ((y - R) / √(4 * D * t))
    have hc : R / y * y = R := div_mul_cancel₀ R hy.ne'
    linear_combination (-erfc ((y - R) / √(4 * D * t))) * hc
  refine ⟨h1, ?_⟩
  -- differentiate the Gaussian once more
  have hq : HasDerivAt (fun y => -((y - R) / √(4 * D * t)) ^ 2)
      (-(2 * ((r - R) / √(4 * D * t)) * (1 / √(4 * D * t)))) r := by
    have h := ((hz r).fun_mul (hz r)).fun_neg
    have hf : (fun y => -((y - R) / √(4 * D * t)) ^ 2)
        = fun y => -((y - R) / √(4 * D * t) * ((y - R) / √(4 * D * t))) := by
      funext y
      ring
    rw [hf]
    exact h.congr_deriv (by ring)
  have hg := (hq.exp.const_mul (2 * R / (√π * √(4 * D * t)))).const_add 1
  refine (hg.congr_of_eventuallyEq ?_).congr_deriv ?_
  · filter_upwards [lt_mem_nhds hr] with x hx using (h1 x hx).deriv
  · have hinv : 1 / (D * t) = 4 / √(4 * D * t) ^ 2 := by
      rw [hs2]
      field_simp
    linear_combination (R * (r - R) / (√π * √(4 * D * t))
      * Real.exp (-((r - R) / √(4 * D * t)) ^ 2)) * hinv
```

**Q:** And the diffusion equation itself?

**A:** It is stated as a time derivative: at fixed $r$, the function $\tau\mapsto c(r,\tau)$ has derivative $(D/r)\,\partial^2(rc)/\partial r^2$ at $\tau=t$. In the proof, `hz` is $\partial z/\partial t$, with $-z/(2t)$ written out. The chain rule gives the left-hand side, the previous theorem supplies the second radial derivative, and the final `linear_combination` matches the two by cancelling $D$.

```lean
/-- For `D, t, r > 0`, the concentration obeys the spherically symmetric diffusion equation. -/
theorem diffusion_equation {D R r t : ℝ} (hD : 0 < D) (ht : 0 < t) (hr : 0 < r) :
    HasDerivAt (fun τ => conc D R r τ)
      (D / r * deriv (deriv fun x => x * conc D R x t) r) t := by
  have hpos : 0 < 4 * D * t := by positivity
  have hs : 0 < √(4 * D * t) := Real.sqrt_pos.mpr hpos
  have hk : 4 * D / √(4 * D * t) ^ 2 = 1 / t := by
    rw [Real.sq_sqrt hpos.le]
    field_simp
  have hsq : HasDerivAt (fun τ => √(4 * D * τ)) (4 * D / (2 * √(4 * D * t))) t :=
    (((hasDerivAt_id' t).const_mul (4 * D)).sqrt hpos.ne').congr_deriv (by ring)
  have hz : HasDerivAt (fun τ => (r - R) / √(4 * D * τ))
      (-((r - R) / (2 * t * √(4 * D * t)))) t :=
    ((hasDerivAt_const t (r - R)).fun_div hsq hs.ne').congr_deriv (by
      linear_combination (-(r - R) / (2 * √(4 * D * t))) * hk)
  have h := (((hasDerivAt_erfc ((r - R) / √(4 * D * t))).comp t hz).const_mul
    (R / r)).const_sub 1
  refine h.congr_deriv ?_
  -- compare with the second radial derivative
  rw [(radial_derivatives hD ht hr).2.deriv]
  have hDD : D * D⁻¹ = 1 := mul_inv_cancel₀ hD.ne'
  linear_combination (R * (r - R) / (r * √π * t * √(4 * D * t))
    * Real.exp (-((r - R) / √(4 * D * t)) ^ 2)) * hDD
```

**Q:** Now the flux, which is what I'd compare with an experiment or a simulation.

**A:** The proof follows the quotient-rule argument. Here `h0` is the vanishing concentration at contact, `he` sets the Gaussian to one there, and `hs` is $\sqrt\pi\,s=2\sqrt{\pi Dt}$. Because `hc` is a `HasDerivAt` statement, the gradient in `rate` is a true derivative.

```lean
/-- For `D, R, t > 0`, the diffusive flux into the sphere gives Smoluchowski's time-dependent
rate. -/
theorem rate_eq {D R t : ℝ} (hD : 0 < D) (hR : 0 < R) (ht : 0 < t) :
    rate D R t = 4 * π * D * R * (1 + R / √(π * D * t)) := by
  have hs : √π * √(4 * D * t) = 2 * √(π * D * t) := by
    rw [← Real.sqrt_mul Real.pi_pos.le, show π * (4 * D * t) = 2 ^ 2 * (π * D * t) by ring,
      Real.sqrt_mul (by positivity), Real.sqrt_sq (by norm_num)]
  have h0 : conc D R R t = 0 := by simp [conc, erfc_limits.1, hR.ne']
  have he : Real.exp (-((R - R) / √(4 * D * t)) ^ 2) = 1 := by simp
  -- recover the gradient of `c` from that of `r c`
  have h := ((radial_derivatives (R := R) hD ht hR).1 R hR).fun_div (hasDerivAt_id' R) hR.ne'
  have hc := h.congr_of_eventuallyEq (f₁ := fun x => conc D R x t) (by
    filter_upwards [lt_mem_nhds hR] with x hx
    exact (mul_div_cancel_left₀ _ hx.ne').symm)
  rw [rate, hc.deriv]
  simp only [h0, he, hs]
  have hRi : R * R⁻¹ = 1 := mul_inv_cancel₀ hR.ne'
  linear_combination (4 * π * D * R * (1 + R / √(π * D * t)) * (R * R⁻¹ + 1)) * hRi
```

For non-interacting particles that start uniformly distributed around a single, fixed, perfectly absorbing sphere in an unbounded medium, this formula times the bulk concentration is a reference for the mean absorption rate in a Brownian dynamics simulation, including its early transient.

**Q:** The rate diverges as $t\to0^+$. Is that consistent with a uniform initial concentration?

**A:** Yes. The surface is held at zero while the surroundings start at the bulk value, so the initial profile has a jump at contact and the gradient there is unbounded at early times. The initial condition is therefore stated separately for each $r>R$. The notation `𝓝[>] 0` means that time approaches zero from above. The proof shows that $s$ tends to zero through positive values, so that $(r-R)/s$ diverges, and then uses the limit of erfc.

```lean
/-- For `D > 0`, the concentration at any fixed `r > R` tends to its bulk value as time tends
to zero from above. -/
theorem initial_condition {D R r : ℝ} (hD : 0 < D) (hr : R < r) :
    Tendsto (fun t => conc D R r t) (𝓝[>] 0) (𝓝 1) := by
  have hc : Continuous (fun t : ℝ => √(4 * D * t)) := by fun_prop
  have h0 : Tendsto (fun t : ℝ => √(4 * D * t)) (𝓝[>] 0) (𝓝[>] 0) := by
    refine tendsto_nhdsWithin_iff.mpr
      ⟨(hc.tendsto' 0 0 (by simp)).mono_left nhdsWithin_le_nhds, ?_⟩
    filter_upwards [self_mem_nhdsWithin] with t ht
    exact Real.sqrt_pos.mpr (mul_pos (by positivity) ht)
  -- the distance in units of the diffusion length diverges
  have hz : Tendsto (fun t : ℝ => (r - R) / √(4 * D * t)) (𝓝[>] 0) atTop :=
    ((tendsto_inv_nhdsGT_zero.comp h0).const_mul_atTop (sub_pos.mpr hr)).congr
      fun t => (div_eq_mul_inv _ _).symm
  have h := ((erfc_limits.2.comp hz).const_mul (R / r)).const_sub 1
  rw [mul_zero, sub_zero] at h
  exact h
```

**Q:** Which single statement should I hold you to?

**A:** This one. For $D,R>0$ and every $t>0$, the profile obeys the diffusion equation at all $r>0$, vanishes at $r=R$, tends to one far away and has the stated rate. For every $r>R$, it tends to one as $t\to0^+$. Most of the proof collects the earlier theorems. The new part is the far-field limit, where $R/r\to0$ and $\mathrm{erfc}(z)\to0$ are multiplied.

```lean
/-- For `D, R > 0`, the profile solves the diffusion equation at positive times, vanishes at
contact, tends to the bulk value far away and, outside the sphere, at early times, and yields
Smoluchowski's rate. -/
theorem smoluchowski_solution {D R : ℝ} (hD : 0 < D) (hR : 0 < R) :
    (∀ t, 0 < t →
      (∀ r, 0 < r → HasDerivAt (fun τ => conc D R r τ)
        (D / r * deriv (deriv fun x => x * conc D R x t) r) t) ∧
      conc D R R t = 0 ∧
      Tendsto (fun r => conc D R r t) atTop (𝓝 1) ∧
      rate D R t = 4 * π * D * R * (1 + R / √(π * D * t))) ∧
    (∀ r, R < r → Tendsto (fun t => conc D R r t) (𝓝[>] 0) (𝓝 1)) := by
  refine ⟨fun t ht => ⟨fun r hr => diffusion_equation hD ht hr, ?_, ?_, rate_eq hD hR ht⟩,
    fun r hr => initial_condition hD hr⟩
  · simp [conc, erfc_limits.1, hR.ne']
  · have hs : 0 < √(4 * D * t) := Real.sqrt_pos.mpr (by positivity)
    have h1 : Tendsto (fun x : ℝ => x - R) atTop atTop := by
      simpa only [sub_eq_add_neg, id] using
        tendsto_atTop_add_const_right atTop (-R) tendsto_id
    have h2 : Tendsto (fun x : ℝ => R / x) atTop (𝓝 0) := tendsto_id.const_div_atTop R
    have h := (h2.mul (erfc_limits.2.comp (h1.atTop_div_const hs))).const_sub 1
    rw [mul_zero, sub_zero] at h
    exact h
```

**Q:** What physics is put in by hand?

**A:** Perfect absorption is a postulate: it stands for a reaction so fast that every encounter succeeds, which is the diffusion-controlled limit. The particles feel no forces and don't interact with each other, and the sphere sits alone in an unbounded medium. The profile is given and then verified; the statement doesn't say that it is the only solution with these boundary and initial values. Smoluchowski's name is attached here to the flux into one sphere. Using that flux as the coefficient in a rate law for many reactants is a further physical assumption.

**Q:** And the constant $4\pi DR$ that people quote without any time dependence?

**A:** It is the long-time limit. As $t\to\infty$, $\sqrt{\pi Dt}$ diverges and the correction $R/\sqrt{\pi Dt}$ vanishes. The proof takes this limit in the closed formula and transfers it to `rate`, since the two agree at all positive times.

```lean
/-- For `D, R > 0`, the rate tends to the steady value `4 π D R` at long times. -/
theorem rate_long_time {D R : ℝ} (hD : 0 < D) (hR : 0 < R) :
    Tendsto (fun t => rate D R t) atTop (𝓝 (4 * π * D * R)) := by
  have h1 : Tendsto (fun t : ℝ => π * D * t) atTop atTop :=
    tendsto_id.const_mul_atTop (mul_pos Real.pi_pos hD)
  have h2 : Tendsto (fun t : ℝ => √(π * D * t)) atTop atTop :=
    Real.tendsto_sqrt_atTop.comp h1
  have h := ((h2.const_div_atTop R).const_add 1).const_mul (4 * π * D * R)
  rw [add_zero, mul_one] at h
  refine h.congr' ?_
  filter_upwards [eventually_gt_atTop (0 : ℝ)] with t ht
  exact (rate_eq hD hR ht).symm

end

end SmoluchowskiDiffusion
```

```lean
#print axioms SmoluchowskiDiffusion.rate_eq
#print axioms SmoluchowskiDiffusion.smoluchowski_solution
#print axioms SmoluchowskiDiffusion.rate_long_time
```

```
'SmoluchowskiDiffusion.rate_eq' depends on axioms: [propext, Classical.choice, Quot.sound]
'SmoluchowskiDiffusion.smoluchowski_solution' depends on axioms: [propext, Classical.choice, Quot.sound]
'SmoluchowskiDiffusion.rate_long_time' depends on axioms: [propext, Classical.choice, Quot.sound]
```
